# For a positive definite matrix with eigenvalues at most M > 0, the descent x ↦ x − a(Ax + b) on the Hylleraas functional converges for every fixed step a between 0 and 2/M

With too long a fixed step, a descent iteration for the first-order correction to a wave function can overshoot: a nonzero error along a high-energy direction keeps its size or grows at every update, and the iteration then does not settle on the solution. For a positive definite matrix, a bound on its quadratic form gives a range of fixed steps for which this cannot happen, whatever the starting vector.

```lean
import Mathlib

open Filter Topology Matrix
open scoped ComplexOrder

namespace HylleraasFixedStep

noncomputable section

variable {E : Type*} [NormedAddCommGroup E] [InnerProductSpace ℂ E]

/-- The Hylleraas functional `J(x) = Re⟨x, A x⟩ + 2 Re⟨x, b⟩`. -/
def hylleraas (A : E →ₗ[ℂ] E) (b x : E) : ℝ :=
  (inner ℂ x (A x)).re + 2 * (inner ℂ x b).re

/-- One update with fixed step `a` against the residual: `x ↦ x - a (A x + b)`. -/
def descentStep (A : E →ₗ[ℂ] E) (b : E) (a : ℝ) (x : E) : E :=
  x - (a : ℂ) • (A x + b)

/-- For symmetric `A`, the Hylleraas functional along a search direction `r` is an explicit
quadratic polynomial in the step length `a`. -/
theorem hylleraas_along_line {A : E →ₗ[ℂ] E} (hA : A.IsSymmetric) (b x r : E) (a : ℝ) :
    hylleraas A b (x - (a : ℂ) • r) =
      hylleraas A b x - 2 * a * (inner ℂ r (A x + b)).re + a ^ 2 * (inner ℂ r (A r)).re := by
  -- the two cross terms have the same real part
  have hs : (inner ℂ x (A r)).re = (inner ℂ r (A x)).re := by
    rw [← hA x r, ← inner_conj_symm (A x) r, Complex.conj_re]
  simp only [hylleraas, map_sub, map_smul, inner_sub_left, inner_sub_right, inner_add_right,
    inner_smul_left, inner_smul_right, Complex.conj_ofReal, Complex.sub_re, Complex.add_re,
    Complex.re_ofReal_mul, hs]
  ring

/-- If `A` is symmetric and `⟨x, A x⟩ ≤ M ‖x‖²`, one update changes the Hylleraas functional by
at most `-a (2 - a M)` times the squared norm of the residual. -/
theorem hylleraas_descentStep_le {A : E →ₗ[ℂ] E} (hA : A.IsSymmetric) {M : ℝ}
    (hAM : ∀ x, (inner ℂ x (A x)).re ≤ M * ‖x‖ ^ 2) (b x : E) (a : ℝ) :
    hylleraas A b (descentStep A b a x) ≤
      hylleraas A b x - a * (2 - a * M) * ‖A x + b‖ ^ 2 := by
  have hr : (inner ℂ (A x + b) (A x + b)).re = ‖A x + b‖ ^ 2 :=
    inner_self_eq_norm_sq (𝕜 := ℂ) (A x + b)
  have h := mul_le_mul_of_nonneg_left (hAM (A x + b)) (sq_nonneg a)
  rw [descentStep, hylleraas_along_line hA, hr]
  linarith

/-- A symmetric `A` with `0 ≤ ⟨x, A x⟩ ≤ M ‖x‖²` and `M > 0` satisfies
`‖A x‖² ≤ M ⟨x, A x⟩`. -/
theorem norm_sq_apply_le {A : E →ₗ[ℂ] E} (hA : A.IsSymmetric) {M : ℝ} (hM : 0 < M)
    (hpos : ∀ x, 0 ≤ (inner ℂ x (A x)).re)
    (hAM : ∀ x, (inner ℂ x (A x)).re ≤ M * ‖x‖ ^ 2) (x : E) :
    ‖A x‖ ^ 2 ≤ M * (inner ℂ x (A x)).re := by
  obtain ⟨t, htM⟩ : ∃ t : ℝ, t * M = 1 := ⟨M⁻¹, inv_mul_cancel₀ hM.ne'⟩
  -- positivity of the quadratic form at the point `x - A x / M`
  have h := hylleraas_along_line hA 0 x (A x) t
  simp only [hylleraas, inner_zero_right, Complex.zero_re, mul_zero, add_zero] at h
  have h0 := hpos (x - (t : ℂ) • A x)
  have hr : (inner ℂ (A x) (A x)).re = ‖A x‖ ^ 2 := inner_self_eq_norm_sq (𝕜 := ℂ) (A x)
  rw [h, hr] at h0
  have h2 : t ^ 2 * (inner ℂ (A x) (A (A x))).re ≤ t * ‖A x‖ ^ 2 :=
    calc t ^ 2 * (inner ℂ (A x) (A (A x))).re ≤ t ^ 2 * (M * ‖A x‖ ^ 2) :=
          mul_le_mul_of_nonneg_left (hAM (A x)) (sq_nonneg t)
      _ = t * ‖A x‖ ^ 2 := by linear_combination t * ‖A x‖ ^ 2 * htM
  have h3 : 0 ≤ M * ((inner ℂ x (A x)).re - t * ‖A x‖ ^ 2) :=
    mul_nonneg hM.le (by linarith)
  have h4 : M * ((inner ℂ x (A x)).re - t * ‖A x‖ ^ 2) =
      M * (inner ℂ x (A x)).re - ‖A x‖ ^ 2 := by
    linear_combination (-‖A x‖ ^ 2) * htM
  linarith

/-- If `A` is symmetric with `g ‖x‖² ≤ ⟨x, A x⟩ ≤ M ‖x‖²`, `g > 0`, `M > 0`, and the step obeys
`0 < a`, `a M < 2`, then `‖x - a A x‖²` is at most `1 - a (2 - a M) g` times `‖x‖²`. -/
theorem error_contraction {A : E →ₗ[ℂ] E} (hA : A.IsSymmetric) {g M a : ℝ} (hg : 0 < g)
    (hM : 0 < M) (hAg : ∀ x, g * ‖x‖ ^ 2 ≤ (inner ℂ x (A x)).re)
    (hAM : ∀ x, (inner ℂ x (A x)).re ≤ M * ‖x‖ ^ 2) (ha : 0 < a) (haM : a * M < 2) (x : E) :
    ‖x - (a : ℂ) • A x‖ ^ 2 ≤ (1 - a * (2 - a * M) * g) * ‖x‖ ^ 2 := by
  have e := norm_sub_sq (𝕜 := ℂ) x ((a : ℂ) • A x)
  rw [inner_smul_right, norm_smul, mul_pow, Complex.norm_real, Real.norm_eq_abs, sq_abs] at e
  have e2 : RCLike.re ((a : ℂ) * inner ℂ x (A x)) = a * (inner ℂ x (A x)).re :=
    Complex.re_ofReal_mul _ _
  rw [e, e2]
  have hpos : ∀ x, 0 ≤ (inner ℂ x (A x)).re := fun x => le_trans (by positivity) (hAg x)
  have k1 := mul_le_mul_of_nonneg_left (norm_sq_apply_le hA hM hpos hAM x) (sq_nonneg a)
  have k2 := mul_le_mul_of_nonneg_left (hAg x)
    (mul_nonneg ha.le (by linarith : (0 : ℝ) ≤ 2 - a * M))
  nlinarith

/-- Geometric error bound: if `A` is symmetric with `g ‖x‖² ≤ ⟨x, A x⟩ ≤ M ‖x‖²`, `g > 0`, `M > 0`,
and the step obeys `0 < a`, `a M < 2`, then the squared distance to a solution `y` of `A y = -b`
after `k` updates is at most `(1 - a (2 - a M) g)^k` times its initial value. -/
theorem error_rate {A : E →ₗ[ℂ] E} (hA : A.IsSymmetric) {g M a : ℝ} (hg : 0 < g)
    (hM : 0 < M) (hAg : ∀ x, g * ‖x‖ ^ 2 ≤ (inner ℂ x (A x)).re)
    (hAM : ∀ x, (inner ℂ x (A x)).re ≤ M * ‖x‖ ^ 2) (ha : 0 < a) (haM : a * M < 2)
    {b y : E} (hy : A y = -b) (x₀ : E) (k : ℕ) :
    ‖(descentStep A b a)^[k] x₀ - y‖ ^ 2 ≤
      (1 - a * (2 - a * M) * g) ^ k * ‖x₀ - y‖ ^ 2 := by
  have hc := error_contraction hA hg hM hAg hAM ha haM
  by_cases hq : 0 ≤ 1 - a * (2 - a * M) * g
  · induction k with
    | zero => simp
    | succ k ih =>
      rw [Function.iterate_succ_apply']
      set z := (descentStep A b a)^[k] x₀
      -- the error evolves by the homogeneous iteration
      have hz : descentStep A b a z - y = (z - y) - (a : ℂ) • A (z - y) := by
        simp only [descentStep, map_sub, hy]
        module
      rw [hz]
      exact (hc (z - y)).trans ((mul_le_mul_of_nonneg_left ih hq).trans_eq (by ring))
  · -- a negative factor is possible only in the zero space
    have h0 : ∀ e : E, ‖e‖ ^ 2 = 0 := fun e => by
      have h1 := (sq_nonneg _).trans (hc e)
      nlinarith [sq_nonneg ‖e‖]
    rw [h0, h0, mul_zero]

/-- Fixed-step minimisation of the Hylleraas functional: for positive definite `A` with
`⟨x, A x⟩ ≤ M ‖x‖²`, `M > 0`, and a step with `0 < a`, `a M < 2`, the iterates converge from any
start to `-A⁻¹ b`, and the functional never increases along them. -/
theorem fixed_step_minimisation {n : Type*} [Fintype n] [DecidableEq n] {A : Matrix n n ℂ}
    (hA : A.PosDef) {M a : ℝ} (hM : 0 < M)
    (hAM : ∀ x : EuclideanSpace ℂ n, (inner ℂ x (toEuclideanLin A x)).re ≤ M * ‖x‖ ^ 2)
    (ha : 0 < a) (haM : a * M < 2) (b x₀ : EuclideanSpace ℂ n) :
    Tendsto (fun k => (descentStep (toEuclideanLin A) b a)^[k] x₀) atTop
        (𝓝 (-(toEuclideanLin A⁻¹ b))) ∧
      Antitone (fun k => hylleraas (toEuclideanLin A) b
        ((descentStep (toEuclideanLin A) b a)^[k] x₀)) := by
  have hS : (toEuclideanLin A).IsSymmetric := isSymmetric_toEuclideanLin_iff.2 hA.isHermitian
  have hdet : IsUnit A.det := isUnit_iff_ne_zero.2 hA.det_pos.ne'
  have hmul : ∀ P Q : Matrix n n ℂ, P * Q = 1 → ∀ x : EuclideanSpace ℂ n,
      toEuclideanLin P (toEuclideanLin Q x) = x := fun P Q h x =>
    calc _ = WithLp.toLp 2 (P *ᵥ (Q *ᵥ x.ofLp)) := rfl
      _ = WithLp.toLp 2 x.ofLp := by rw [Matrix.mulVec_mulVec, h, Matrix.one_mulVec]
      _ = x := rfl
  have hpos : ∀ x : EuclideanSpace ℂ n, 0 ≤ (inner ℂ x (toEuclideanLin A x)).re := fun x => by
    have e : inner ℂ x (toEuclideanLin A x) = star x.ofLp ⬝ᵥ A *ᵥ x.ofLp := by
      rw [EuclideanSpace.inner_eq_star_dotProduct, dotProduct_comm]
      rfl
    rw [e]
    exact (Complex.le_def.1 (hA.posSemidef.dotProduct_mulVec_nonneg x.ofLp)).1
  -- the bounded inverse gives a spectral gap
  obtain ⟨C, hC, hCx⟩ : ∃ C : ℝ, 0 < C ∧
      ∀ x : EuclideanSpace ℂ n, ‖x‖ ≤ C * ‖toEuclideanLin A x‖ := by
    refine ⟨‖LinearMap.toContinuousLinearMap (toEuclideanLin A⁻¹)‖ + 1, by positivity,
      fun x => ?_⟩
    have h := (LinearMap.toContinuousLinearMap (toEuclideanLin A⁻¹)).le_opNorm
      (toEuclideanLin A x)
    have e : (LinearMap.toContinuousLinearMap (toEuclideanLin A⁻¹)) (toEuclideanLin A x) = x :=
      hmul _ _ (Matrix.nonsing_inv_mul A hdet) x
    rw [e] at h
    linarith [norm_nonneg (toEuclideanLin A x)]
  have hgap : ∀ x : EuclideanSpace ℂ n,
      ‖x‖ ^ 2 ≤ C ^ 2 * M * (inner ℂ x (toEuclideanLin A x)).re := fun x =>
    calc ‖x‖ ^ 2 ≤ (C * ‖toEuclideanLin A x‖) ^ 2 :=
          pow_le_pow_left₀ (norm_nonneg x) (hCx x) 2
      _ = C ^ 2 * ‖toEuclideanLin A x‖ ^ 2 := by ring
      _ ≤ C ^ 2 * (M * (inner ℂ x (toEuclideanLin A x)).re) :=
          mul_le_mul_of_nonneg_left (norm_sq_apply_le hS hM hpos hAM x) (sq_nonneg C)
      _ = _ := by ring
  constructor
  · -- a gap no larger than `M` keeps the contraction factor in `[0, 1)`
    obtain ⟨g, hg, hgM, hAg⟩ : ∃ g : ℝ, 0 < g ∧ g ≤ M ∧ ∀ x : EuclideanSpace ℂ n,
        g * ‖x‖ ^ 2 ≤ (inner ℂ x (toEuclideanLin A x)).re := by
      refine ⟨min (C ^ 2 * M)⁻¹ M, lt_min (by positivity) hM, min_le_right _ _, fun x => ?_⟩
      refine (mul_le_mul_of_nonneg_right (min_le_left _ _) (sq_nonneg ‖x‖)).trans ?_
      rw [inv_mul_le_iff₀ (by positivity)]
      exact hgap x
    have hy : toEuclideanLin A (-(toEuclideanLin A⁻¹ b)) = -b := by
      rw [map_neg, hmul _ _ (Matrix.mul_nonsing_inv A hdet)]
    have hs : 0 < a * (2 - a * M) := mul_pos ha (by linarith)
    have hq0 : 0 ≤ 1 - a * (2 - a * M) * g := by
      nlinarith [mul_le_mul_of_nonneg_left hgM hs.le, sq_nonneg (1 - a * M)]
    have hq1 : 1 - a * (2 - a * M) * g < 1 := by linarith [mul_pos hs hg]
    have hlim := (tendsto_pow_atTop_nhds_zero_of_lt_one hq0 hq1).mul_const
      (‖x₀ - -(toEuclideanLin A⁻¹ b)‖ ^ 2)
    rw [zero_mul] at hlim
    have hsq := squeeze_zero (fun k => sq_nonneg _)
      (error_rate hS hg hM hAg hAM ha haM hy x₀) hlim
    rw [tendsto_iff_norm_sub_tendsto_zero]
    simpa [Real.sqrt_sq] using hsq.sqrt
  · refine antitone_nat_of_succ_le fun k => ?_
    rw [Function.iterate_succ_apply']
    refine (hylleraas_descentStep_le hS hAM b _ a).trans (sub_le_self _ ?_)
    exact mul_nonneg (mul_nonneg ha.le (by linarith)) (sq_nonneg _)

/-- If `A y = -b` and `v` is an eigenvector of `A` with real eigenvalue `μ`, an initial error `v`
is multiplied by `1 - a μ` in every update. -/
theorem iterate_eigenvector {A : E →ₗ[ℂ] E} {b y v : E} {μ : ℝ} (hy : A y = -b)
    (hv : A v = (μ : ℂ) • v) (a : ℝ) (k : ℕ) :
    (descentStep A b a)^[k] (y + v) = y + (1 - (a : ℂ) * μ) ^ k • v := by
  induction k with
  | zero => simp
  | succ k ih =>
    rw [Function.iterate_succ_apply', ih, pow_succ]
    simp only [descentStep, map_add, map_smul, hy, hv]
    module

/-- Failure for a long step: if `A y = -b` and `A` has an eigenvector `v ≠ 0` with real eigenvalue
`μ` such that `a μ ≥ 2`, the iteration started at `y + v` does not converge to `y`. -/
theorem not_tendsto_of_large_step {A : E →ₗ[ℂ] E} {b y v : E} {μ a : ℝ} (hy : A y = -b)
    (hv : A v = (μ : ℂ) • v) (hv0 : v ≠ 0) (haμ : 2 ≤ a * μ) :
    ¬ Tendsto (fun k => (descentStep A b a)^[k] (y + v)) atTop (𝓝 y) := by
  intro h
  rw [tendsto_iff_norm_sub_tendsto_zero] at h
  have hq : 1 ≤ ‖1 - (a : ℂ) * μ‖ := by
    have e : 1 - (a : ℂ) * μ = ((1 - a * μ : ℝ) : ℂ) := by simp
    rw [e, Complex.norm_real, Real.norm_eq_abs]
    exact le_abs.2 (Or.inr (by linarith))
  -- the error never becomes smaller than it was at the start
  have hle : ‖v‖ ≤ 0 := ge_of_tendsto' h fun k => by
    rw [iterate_eigenvector hy hv, add_sub_cancel_left, norm_smul, norm_pow]
    exact le_mul_of_one_le_left (norm_nonneg v) (one_le_pow₀ hq)
  exact hv0 (norm_le_zero_iff.1 hle)

end

end HylleraasFixedStep
```

```lean
#print axioms HylleraasFixedStep.fixed_step_minimisation
#print axioms HylleraasFixedStep.not_tendsto_of_large_step
```

```
'HylleraasFixedStep.fixed_step_minimisation' depends on axioms: [propext, Classical.choice, Quot.sound]
'HylleraasFixedStep.not_tendsto_of_large_step' depends on axioms: [propext, Classical.choice, Quot.sound]
```

In Rayleigh–Schrödinger theory, let H₀ have a normalised, nondegenerate ground state ψ₀ with energy E₀, and let V be the perturbation. The first-order correction x, taken orthogonal to ψ₀, solves

Ax = −b,

where A is H₀ − E₀ restricted to the orthogonal complement of ψ₀, and b is the part of Vψ₀ in that complement. The Hylleraas functional is

J(x) = ⟨x, Ax⟩ + 2 Re⟨x, b⟩,

and its minimum is the second-order energy. The iteration needs only products of A with vectors:

xₖ₊₁ = xₖ − a(Axₖ + b).

The main theorem, `fixed_step_minimisation`, takes a finite complex matrix A that is positive definite (`PosDef`, which includes being Hermitian), a number M > 0 with ⟨x, Ax⟩ ≤ M‖x‖² for all x, and a real step a with a > 0 and aM < 2. It concludes that from any x₀ the iterates converge in norm to −A⁻¹b, and that J(xₖ) never increases with k.

The bound M stands for the highest excitation energy of H₀ that the basis can represent, or any larger number. The step a is an inverse energy. Since the residual Ax + b is half the gradient of J, a is twice the step length of the textbook rule that subtracts a multiple of the full gradient.

In Lean, `toEuclideanLin A` is the matrix acting as an operator on `EuclideanSpace ℂ n`, the space of complex column vectors with the usual norm. The product `inner ℂ x y` is conjugate-linear in x, as in Dirac notation. `descentStep` is one update, and `(descentStep …)^[k] x₀` is xₖ. `Tendsto` expresses the convergence and `Antitone` the absence of any increase. The definition `hylleraas` takes the real part of ⟨x, Ax⟩, which changes nothing for Hermitian A.

The step left to the user is the reduction of H₀ − E₀ to a positive definite matrix in an orthonormal basis of a finite-dimensional subspace of the complement of ψ₀. On the full space H₀ − E₀ annihilates ψ₀ and is not positive definite. Within such a finite basis, the theorem gives a safe step for computing first-order wave functions without inverting A.

The argument starts from the change of J along a direction r. Expanding the quadratic part gives

⟨x − ar, A(x − ar)⟩ = ⟨x, Ax⟩ − a⟨x, Ar⟩ − a⟨r, Ax⟩ + a²⟨r, Ar⟩.

Because A is symmetric, ⟨x, Ar⟩ = ⟨Ax, r⟩ is the complex conjugate of ⟨r, Ax⟩, so the two cross terms have equal real parts. The linear part of J contributes −2a Re⟨r, b⟩. Together,

J(x − ar) = J(x) − 2a Re⟨r, Ax + b⟩ + a²⟨r, Ar⟩.

This is `hylleraas_along_line`; the equality of the cross terms is its local fact `hs`, and `ring` collects the rest. At a solution y of Ay = −b the middle term vanishes, so the formula also shows that y minimises J when A is positive definite.

Now take r = Ax + b and use ⟨r, Ar⟩ ≤ M‖r‖²:

J(x − ar) ≤ J(x) − 2a‖r‖² + a²M‖r‖² = J(x) − a(2 − aM)‖r‖².

This is `hylleraas_descentStep_le`. For 0 < a and aM < 2 the subtracted term is nonnegative, which gives the monotonicity half of the main theorem.

Descent of J does not by itself show that the vectors converge. For that, `norm_sq_apply_le` bounds ‖Ax‖² by the quadratic form. Apply the line formula with b = 0, direction Ax and step 1/M. Positivity of the form at x − Ax/M gives

0 ≤ ⟨x, Ax⟩ − (2/M)‖Ax‖² + (1/M²)⟨Ax, A(Ax)⟩ ≤ ⟨x, Ax⟩ − (1/M)‖Ax‖²,

and therefore

‖Ax‖² ≤ M⟨x, Ax⟩.

Let e = x − y be the error. Since Ay = −b, one update turns e into e − aAe. Suppose that g > 0 satisfies g‖x‖² ≤ ⟨x, Ax⟩ for all x; in the perturbation problem, the lowest excitation energy in the basis is such a g. Then

‖e − aAe‖² = ‖e‖² − 2a⟨e, Ae⟩ + a²‖Ae‖²
≤ ‖e‖² − a(2 − aM)⟨e, Ae⟩
≤ (1 − a(2 − aM)g)‖e‖².

This is `error_contraction`, where `k1` and `k2` are the two inequalities and `nlinarith` combines them. Induction on k gives `error_rate`:

‖xₖ − y‖² ≤ qᵏ‖x₀ − y‖², with q = 1 − a(2 − aM)g.

The induction needs q ≥ 0. If q were negative, the contraction would force every vector to have norm zero, and the claim is then trivial; the proof treats this case separately. The rate holds for a symmetric A on any complex inner product space, finite-dimensional or not, provided that a solution y exists and the bounds g and M hold. An unbounded Hamiltonian has no such M.

For a positive definite matrix, the main theorem obtains g from the inverse. With C = ‖A⁻¹‖ + 1, writing x = A⁻¹(Ax) gives ‖x‖ ≤ C‖Ax‖, so

‖x‖² ≤ C²‖Ax‖² ≤ C²M⟨x, Ax⟩.

The proof takes g as the smaller of 1/(C²M) and M. Then q < 1, and g ≤ M ensures

q ≥ 1 − a(2 − aM)M = (1 − aM)² ≥ 0.

Hence qᵏ → 0. `squeeze_zero` carries this over to the squared error, and a square root gives convergence in norm. This g serves only to prove convergence; for a bound on the rate, the smallest eigenvalue of A is the better value to put into `error_rate`. Even then q can be pessimistic: at a = 1/M it equals 1 − g/M, while each update in fact multiplies the squared error by at most (1 − g/M)².

The last two theorems concern steps that are too long. If Av = μv with μ real, and the iteration starts at y + v, then `iterate_eigenvector` gives

xₖ = y + (1 − aμ)ᵏv.

When aμ ≥ 2, the factor 1 − aμ has modulus at least 1, so the error never falls below ‖v‖. For v ≠ 0 this rules out convergence to y, which is `not_tendsto_of_large_step`. The limit 2/M is therefore sharp when M is the largest eigenvalue. If M is a looser bound, some steps beyond 2/M can still converge.

A 1 × 1 matrix with entry μ > 0 and M = μ shows both the convergence and its failure at the limit. The error is multiplied by 1 − aμ in each update. The step a = 1/μ reaches the solution immediately, while a = 2/μ makes any nonzero error change sign forever at constant J. With g = μ, the factor q equals (1 − aμ)², so the bound on the squared error is attained.
